# For a connected real Hamiltonian matrix with no positive off-diagonal elements, a nonnegative truncated CI state couples to an omitted determinant

The theorem concerns a real symmetric matrix `H` over a finite set of determinants, with no positive off-diagonal entry and with a connected graph of nonzero couplings. Let `c` be a nonzero vector, not necessarily normalised, that has no negative entries, vanishes outside a proper subset `S` of the determinants, and is an eigenvector of the block of `H` on `S`. Then some determinant `a` outside `S` has (Hc)ₐ < 0, which says that the truncated configuration-interaction (CI) state has a negative matrix element of the Hamiltonian with an omitted determinant. The proof follows a path from a determinant where `c` is nonzero to one outside `S`, and takes an edge at which the path leaves the support of `c`. At the far end of that edge `c` is zero and `H *ᵥ c` is negative, which the eigenvalue equation would forbid if that determinant lay in `S`.

As first written in Lean, the proof fails:

```lean
import Mathlib

open Matrix

namespace ExistsCoupledDeterminant

variable {n : Type*} [Fintype n] [DecidableEq n]

/-- The coupling graph: distinct determinants are joined when `H` has a nonzero matrix element
between them. -/
def couplingGraph (H : Matrix n n ℝ) : SimpleGraph n :=
  SimpleGraph.fromRel (fun i j => H i j ≠ 0)

/-- The CI vector `x` uses only determinants of `S`. -/
def InSpace (S : Finset n) (x : n → ℝ) : Prop := ∀ i, i ∉ S → x i = 0

/-- `c` is a nonzero eigenvector, with energy `E`, of the block of `H` on the determinants `S`. -/
def IsCIState (H : Matrix n n ℝ) (S : Finset n) (E : ℝ) (c : n → ℝ) : Prop :=
  c ≠ 0 ∧ InSpace S c ∧ ∀ i ∈ S, (H *ᵥ c) i = E * c i

/-- If `H` is symmetric with nonpositive off-diagonal entries and connected coupling graph, every
entrywise nonnegative CI state on a proper subset `S` has negative coupling to some determinant
outside `S`. -/
theorem exists_coupled_determinant {H : Matrix n n ℝ} (hH : H.IsSymm)
    (hoff : ∀ i j, i ≠ j → H i j ≤ 0) (hconn : (couplingGraph H).Connected) {S : Finset n}
    (hS : S ≠ Finset.univ) {E : ℝ} {c : n → ℝ} (hc : IsCIState H S E c)
    (hpos : ∀ i, 0 ≤ c i) : ∃ a, a ∉ S ∧ (H *ᵥ c) a < 0 := by
  obtain ⟨u, hu⟩ := Function.ne_iff.mp hc.1
  obtain ⟨v, hv⟩ : ∃ v, v ∉ S := by
    by_contra h
    exact hS (Finset.eq_univ_iff_forall.mpr fun i => by_contra fun hi => h ⟨i, hi⟩)
  -- a path from the support of `c` to the outside must leave the support somewhere
  obtain ⟨p⟩ := hconn.preconnected u v
  obtain ⟨d, -, hi, ha⟩ := p.exists_boundary_dart {i | c i ≠ 0} hu
    (fun h => h (hc.2.1 v hv))
  have hadj := d.adj
  rw [couplingGraph, SimpleGraph.fromRel_adj] at hadj
  have hi' : c d.fst ≠ 0 := hi
  have ha' : c d.snd = 0 := not_not.mp ha
  have hne : H d.snd d.fst ≠ 0 := by
    rcases hadj.2 with h | h
    · rwa [hH.apply d.fst d.snd]
    · exact h
  have hneg : (H *ᵥ c) d.snd < 0 := by
    calc (H *ᵥ c) d.snd = ∑ j, H d.snd j * c j := rfl
      _ < ∑ _j : n, (0 : ℝ) := by
        refine Finset.sum_lt_sum (fun j _ => ?_) ⟨d.fst, Finset.mem_univ _, ?_⟩
        · by_cases hj : d.snd = j
          · rw [← hj, ha', mul_zero]
          · nlinarith [mul_nonneg (neg_nonneg.mpr (hoff _ j hj)) (hpos j)]
        · exact mul_neg_of_neg_of_pos (lt_of_le_of_ne (hoff _ _ hadj.1.symm) hne)
            (lt_of_le_of_ne (hpos _) hi'.symm)
      _ = 0 := by simp
  refine ⟨d.snd, fun hmem => ?_, hneg⟩
  rw [hc.2.2 _ hmem, ha', mul_zero] at hneg
  exact lt_irrefl _ hneg

end ExistsCoupledDeterminant
```

The compiler's answer:

```
Main.lean:37:6: error: Failed to rewrite using equation theorems for `couplingGraph`
```

What went wrong. The message says that Lean could not rewrite `hadj` with the definition of `couplingGraph`. The graph occurs there twice over: `hadj` says that `d.fst` and `d.snd` are adjacent in `couplingGraph H`, and `d` itself is a dart (a directed edge) of that same graph. `rw` tries to replace every visible or implicit occurrence of `couplingGraph H`, but the type of `d` stays as it was, so the resulting expression would be ill-typed.

The repair states the wanted inequality and nonzero couplings outright, and gets them by applying `SimpleGraph.fromRel_adj` to `d.adj`. Lean then only has to check that the two forms of the graph agree by definition, which it can do by unfolding `couplingGraph`, with no rewriting inside the type.

The change to `ha'` proves the same equation by contradiction instead of with `not_not`. No message concerns it, and as the proof stopped at the failed `rw`, the old line was not tested.

The mended proof, as a diff:

```diff
@@ -34,8 +34,8 @@
   obtain ⟨d, -, hi, ha⟩ := p.exists_boundary_dart {i | c i ≠ 0} hu
     (fun h => h (hc.2.1 v hv))
-  have hadj := d.adj
-  rw [couplingGraph, SimpleGraph.fromRel_adj] at hadj
+  have hadj : d.fst ≠ d.snd ∧ (H d.fst d.snd ≠ 0 ∨ H d.snd d.fst ≠ 0) :=
+    (SimpleGraph.fromRel_adj (fun i j => H i j ≠ 0) _ _).mp d.adj
   have hi' : c d.fst ≠ 0 := hi
-  have ha' : c d.snd = 0 := not_not.mp ha
+  have ha' : c d.snd = 0 := by_contra fun h => ha h
   have hne : H d.snd d.fst ≠ 0 := by
     rcases hadj.2 with h | h
```
